# For U/2 ≤ δ < U, pivoted Cholesky keeps all of the Hubbard dimer's interaction in the site basis and none of it in the bonding-antibonding basis

Here U is the on-site repulsion and δ the stopping threshold: pivoted Cholesky ends once no diagonal of the residual matrix exceeds δ. It is modelled as a relation between a starting matrix and its possible outcomes, and not as a function, because the largest diagonal need not be unique. In the site basis of the Hubbard dimer two diagonals tie at the first step, and a program may pick either. The theorems therefore speak about every permitted sequence of pivots. The entries are real numbers, without rounding.

```lean
import Mathlib

open Matrix
open scoped Kronecker

namespace HubbardDimerCholesky

noncomputable section
```

## The interaction as a matrix on orbital pairs

The dimer has sites i = 0, 1 and on-site repulsion U. Let C_ip be the real amplitude of orbital p on site i. The two-electron integrals, in chemists' notation, are

(pq|rs) = U Σ_i C_ip C_iq C_ir C_is.

With (p,q) as row index and (r,s) as column index they form a 4 by 4 matrix, `integrals U C`. Hopping and spin do not enter, since only the interaction is decomposed.

```lean
/-- Two-electron integrals `(pq|rs)` of the Hubbard dimer with on-site repulsion `U`, as a matrix
on orbital pairs; column `p` of `C` holds the site amplitudes of orbital `p`. -/
def integrals (U : ℝ) (C : Matrix (Fin 2) (Fin 2) ℝ) :
    Matrix (Fin 2 × Fin 2) (Fin 2 × Fin 2) ℝ :=
  Matrix.of fun a b => U * ∑ i, C i a.1 * C i a.2 * C i b.1 * C i b.2
```

The site basis is C = 1. The bonding orbital (column 0) and the antibonding orbital (column 1) have amplitudes (1, 1)/√2 and (1, −1)/√2.

```lean
/-- The bonding (first column) and antibonding (second column) orbitals of the dimer. -/
def bonding : Matrix (Fin 2) (Fin 2) ℝ :=
  !![(√2)⁻¹, (√2)⁻¹; (√2)⁻¹, -(√2)⁻¹]
```

## Elimination and the stopping rule

Let R be the current residual and p now an orbital pair, chosen as pivot. The Cholesky vector L_a = R_ap/√R_pp removes L_a L_b from the symmetric matrix R, which leaves

R'_ab = R_ab − R_ap R_pb / R_pp.

```lean
/-- One elimination step with pivot `p`, meant for `R p p ≠ 0`. For symmetric `R` with `R p p > 0`
it subtracts the outer product of the Cholesky vector with itself. -/
def eliminate {ι : Type*} (R : Matrix ι ι ℝ) (p : ι) : Matrix ι ι ℝ :=
  Matrix.of fun a b => R a b - R a p * R p b / R p p
```

`CholeskyRun δ R k S` says that a run started from R can keep k vectors and end with residual S. The constructor `halt` ends the run when every diagonal is at most the threshold δ. The constructor `step` eliminates a pivot whose diagonal exceeds δ and is at least as large as all others.

```lean
/-- `CholeskyRun δ R k S`: pivoted Cholesky started from `R` can keep `k` vectors and end with
residual `S`. It ends once all diagonals are at most `δ`, and else pivots on a largest one. The
definition is meant for symmetric `R` and `δ ≥ 0`, so that every pivot is positive. -/
inductive CholeskyRun {ι : Type*} (δ : ℝ) : Matrix ι ι ℝ → ℕ → Matrix ι ι ℝ → Prop
  | halt {R : Matrix ι ι ℝ} (h : ∀ a, R a a ≤ δ) : CholeskyRun δ R 0 R
  | step {R S : Matrix ι ι ℝ} {k : ℕ} (p : ι) (hp : δ < R p p) (hmax : ∀ a, R a a ≤ R p p)
      (h : CholeskyRun δ (eliminate R p) k S) : CholeskyRun δ R (k + 1) S
```

## Counting vectors channel by channel

Both matrices turn out to be sums of rank-one terms, called channels here, with strength c and weights x_a on the orbital pairs:

V_ab = c x_a x_b.

```lean
/-- The channel of strength `c` and weights `x`: the matrix with entries `c * (x a * x b)`, of rank
at most one. -/
def channel {ι : Type*} (c : ℝ) (x : ι → ℝ) : Matrix ι ι ℝ :=
  Matrix.of fun a b => c * (x a * x b)
```

Suppose that the matrix is such a channel plus a remainder R, that x_p = 1 and c ≠ 0, and that row p and column p of R vanish. Then the pivot entry is c, and elimination gives

c x_a x_b + R_ab − (c x_a)(c x_b)/c = R_ab.

The channel disappears and the remainder is untouched. In the proof, `h` is the cancellation of c.

```lean
variable {ι : Type*} {c δ : ℝ} {x y : ι → ℝ} {k : ℕ} {S : Matrix ι ι ℝ}

/-- A pivot of weight one in a channel of nonzero strength removes that channel, and leaves
untouched a remainder `R` whose pivot row and column vanish. -/
theorem eliminate_channel {R : Matrix ι ι ℝ} {p : ι} (hc : c ≠ 0) (hp : x p = 1)
    (hcol : ∀ a, R a p = 0) (hrow : ∀ b, R p b = 0) :
    eliminate (channel c x + R) p = R := by
  ext a b
  have h : c * x a * (c * x b) / c = c * (x a * x b) := by
    rw [div_eq_iff hc]; ring
  simp only [eliminate, channel, Matrix.of_apply, Matrix.add_apply, hp, hcol, hrow,
    mul_one, one_mul, add_zero]
  rw [h]; ring
```

If all diagonals are at most δ at the start, no pivot is allowed. The run stops at once with k = 0 and S = R. The proof goes through the two constructors and finds that `step` contradicts the hypothesis.

```lean
/-- If all diagonals are already at most `δ`, every run keeps no vector and leaves the whole
matrix as residual. -/
theorem run_of_small {R : Matrix ι ι ℝ} (h : ∀ a, R a a ≤ δ) :
    CholeskyRun δ R k S ↔ k = 0 ∧ S = R := by
  constructor
  · intro hr
    cases hr with
    | halt _ => exact ⟨rfl, rfl⟩
    | step p hp _ _ => exact absurd (h p) (not_le_of_gt hp)
  · rintro ⟨rfl, rfl⟩
    exact .halt h
```

Now take one channel with weights y_a equal to 0 or 1, at least one of them 1, and 0 ≤ δ < c. Its diagonals are 0 or c. The run cannot stop yet, and it must pivot where the weight is 1. By the elimination step the residual is then zero, and the run stops after one vector. Without 0 ≤ δ the run would not stop there, because a zero residual never meets a negative threshold.

```lean
/-- A single nonempty channel with weights 0 or 1 and strength `c > δ ≥ 0` takes exactly one
vector and is then reproduced exactly. -/
theorem run_one_channel (hy : ∀ a, y a = 0 ∨ y a = 1) (hye : ∃ a, y a = 1)
    (h0 : 0 ≤ δ) (hc : δ < c) :
    CholeskyRun δ (channel c y) k S ↔ k = 1 ∧ S = 0 := by
  have hc0 : c ≠ 0 := (lt_of_le_of_lt h0 hc).ne'
  have hel : ∀ p, y p = 1 → eliminate (channel c y) p = 0 := fun p hp => by
    have h := eliminate_channel (R := 0) hc0 hp (fun _ => rfl) (fun _ => rfl)
    rwa [add_zero] at h
  have hz : ∀ a : ι, (0 : Matrix ι ι ℝ) a a ≤ δ := fun _ => h0
  obtain ⟨q, hq⟩ := hye
  constructor
  · intro hr
    cases hr with
    | halt h =>
      have := h q
      simp only [channel, Matrix.of_apply, hq] at this
      linarith
    | step p hp _ h =>
      rcases hy p with h1 | h1
      · simp only [channel, Matrix.of_apply, h1] at hp
        linarith
      · rw [hel p h1] at h
        obtain ⟨hk, hS⟩ := (run_of_small hz).1 h
        exact ⟨by omega, hS⟩
  · rintro ⟨rfl, rfl⟩
    refine .step (k := 0) q ?_ (fun a => ?_) ?_
    · simp only [channel, Matrix.of_apply, hq]; linarith
    · rcases hy a with h1 | h1 <;> simp only [channel, Matrix.of_apply, hq, h1] <;> linarith
    · rw [hel q hq]; exact .halt hz
```

For two such channels with disjoint supports and the same strength c,

V_ab = c x_a x_b + c y_a y_b, with x_a y_a = 0 for every a.

The diagonals are again 0 or c. A pivot in the support of x has y_p = 0, so it removes the first channel and leaves the second; a pivot in the support of y does the reverse. One channel remains and takes one more vector, which makes two.

The proof follows these cases, together with the excluded one in which the pivot has weight zero in both channels. For the converse it builds a run by pivoting first in the support of x.

```lean
/-- Two nonempty channels with weights 0 or 1, disjoint supports and common strength
`c > δ ≥ 0` take exactly two vectors, whatever the pivot choices, and leave no residual. -/
theorem run_two_channels (hx : ∀ a, x a = 0 ∨ x a = 1) (hy : ∀ a, y a = 0 ∨ y a = 1)
    (hd : ∀ a, x a * y a = 0) (hxe : ∃ a, x a = 1) (hye : ∃ a, y a = 1)
    (h0 : 0 ≤ δ) (hc : δ < c) :
    CholeskyRun δ (channel c x + channel c y) k S ↔ k = 2 ∧ S = 0 := by
  have hc0 : c ≠ 0 := (lt_of_le_of_lt h0 hc).ne'
  have hyx : ∀ a, x a = 1 → y a = 0 := fun a h => by simpa [h] using hd a
  -- a pivot in one channel does not see the other one
  have hel : ∀ (u v : ι → ℝ) (p : ι), u p = 1 → v p = 0 →
      eliminate (channel c u + channel c v) p = channel c v := fun u v p hu hv =>
    eliminate_channel hc0 hu (fun a => by simp [channel, hv]) (fun a => by simp [channel, hv])
  obtain ⟨q, hq⟩ := hxe
  have hyq := hyx q hq
  constructor
  · intro hr
    cases hr with
    | halt h =>
      have := h q
      simp only [Matrix.add_apply, channel, Matrix.of_apply, hq, hyq] at this
      linarith
    | step p hp _ h =>
      rcases hx p with h1 | h1
      · rcases hy p with h2 | h2
        · simp only [Matrix.add_apply, channel, Matrix.of_apply, h1, h2] at hp
          linarith
        · rw [add_comm (channel c x), hel y x p h2 h1] at h
          obtain ⟨hk, hS⟩ := (run_one_channel hx ⟨q, hq⟩ h0 hc).1 h
          exact ⟨by omega, hS⟩
      · rw [hel x y p h1 (hyx p h1)] at h
        obtain ⟨hk, hS⟩ := (run_one_channel hy hye h0 hc).1 h
        exact ⟨by omega, hS⟩
  · rintro ⟨rfl, rfl⟩
    refine .step (k := 1) q ?_ (fun a => ?_) ?_
    · simp only [Matrix.add_apply, channel, Matrix.of_apply, hq, hyq]; linarith
    · rcases hx a with h1 | h1
      · rcases hy a with h2 | h2 <;>
          simp only [Matrix.add_apply, channel, Matrix.of_apply, hq, hyq, h1, h2] <;> linarith
      · simp only [Matrix.add_apply, channel, Matrix.of_apply, hq, hyq, h1, hyx a h1]
        linarith
    · rw [hel x y q hq hyq]
      exact (run_one_channel hy hye h0 hc).2 ⟨rfl, rfl⟩
```

## One interaction in two bases

A change of orbitals transforms both members of each pair:

V_C = (C ⊗ C)ᵀ V_1 (C ⊗ C).

Here V_C stands for `integrals U C`. Since V_1 is nonzero only when all four site indices agree, writing out the product returns the defining sum. The site and bonding matrices therefore describe the same interaction.

```lean
/-- The integrals over the orbitals `C` are the site integrals with both members of each orbital
pair transformed by `C`. -/
theorem integrals_transform (U : ℝ) (C : Matrix (Fin 2) (Fin 2) ℝ) :
    integrals U C = (C ⊗ₖ C)ᵀ * integrals U 1 * (C ⊗ₖ C) := by
  ext ⟨p, q⟩ ⟨r, s⟩
  simp [integrals, Matrix.mul_apply, Fintype.sum_prod_type, Fin.sum_univ_two, Matrix.one_apply]
  ring
```

In the integrals (ab|cd) below, each of the four letters stands for a single orbital, 0 or 1. In the site basis, (ab|cd) equals U if a = b = c = d and vanishes otherwise. This is a sum of two channels of strength U, one on the pair (0,0) and one on (1,1). For 0 ≤ δ < U the two-channel count gives two vectors and zero residual. Lean checks the decomposition entry by entry and then applies `run_two_channels`.

```lean
/-- In the site basis, for `0 ≤ δ < U`, every run keeps two vectors and is exact. -/
theorem site_run {U δ : ℝ} {k : ℕ} {S : Matrix (Fin 2 × Fin 2) (Fin 2 × Fin 2) ℝ}
    (h0 : 0 ≤ δ) (hU : δ < U) : CholeskyRun δ (integrals U 1) k S ↔ k = 2 ∧ S = 0 := by
  have hV : integrals U 1 = channel U (fun a => if a = (0, 0) then 1 else 0)
      + channel U (fun a => if a = (1, 1) then 1 else 0) := by
    ext ⟨a, b⟩ ⟨c, d⟩
    fin_cases a <;> fin_cases b <;> fin_cases c <;> fin_cases d <;>
      simp [integrals, channel, Matrix.one_apply]
  rw [hV]
  refine run_two_channels ?_ ?_ ?_ ⟨(0, 0), by simp⟩ ⟨(1, 1), by simp⟩ h0 hU <;>
    rintro ⟨a, b⟩ <;> fin_cases a <;> fin_cases b <;> simp
```

In the bonding-antibonding basis every amplitude is ±1/√2, and the minus sign occurs only for orbital 1 on site 1. Hence

(ab|cd) = (U/4) [1 + (−1)^(a+b+c+d)].

This is U/2 when the pairs (a,b) and (c,d) are both equal-orbital pairs or both mixed pairs, and 0 otherwise. The interaction is again a sum of two disjoint channels, now of strength U/2. In the proof, `key` tabulates the sixteen entries and `h4` supplies (1/√2)⁴ = 1/4.

```lean
/-- In the bonding-antibonding basis the interaction is a sum of two channels of strength `U/2`,
one on the pairs of equal orbitals and one on the mixed pairs. -/
theorem integrals_bonding (U : ℝ) :
    integrals U bonding = channel (U / 2) (fun a => if a.1 = a.2 then 1 else 0)
      + channel (U / 2) (fun a => if a.1 = a.2 then 0 else 1) := by
  have h : bonding 0 0 = (√2)⁻¹ ∧ bonding 0 1 = (√2)⁻¹ ∧ bonding 1 0 = (√2)⁻¹ ∧
      bonding 1 1 = -(√2)⁻¹ := ⟨rfl, rfl, rfl, rfl⟩
  have h4 : ((√2 : ℝ)⁻¹) ^ 4 = 1 / 4 := by
    have h2 : (√2 : ℝ) ^ 2 = 2 := Real.sq_sqrt (by norm_num)
    rw [inv_pow, show (√2 : ℝ) ^ 4 = ((√2) ^ 2) ^ 2 by ring, h2]; norm_num
  have key : ∀ a b c d : Fin 2, integrals U bonding (a, b) (c, d) = 2 * U * ((√2)⁻¹) ^ 4 *
      ((if a = b then 1 else 0) * (if c = d then 1 else 0)
        + (if a = b then 0 else 1) * (if c = d then 0 else 1)) := by
    simp only [Fin.forall_fin_two, integrals, Matrix.of_apply, Fin.sum_univ_two, h,
      (by decide : (0 : Fin 2) ≠ 1), (by decide : (1 : Fin 2) ≠ 0), if_true, if_false]
    and_intros <;> ring
  ext ⟨a, b⟩ ⟨c, d⟩
  rw [key, h4]
  simp only [Matrix.add_apply, channel, Matrix.of_apply]
  ring
```

## The same threshold, two outcomes

Each orbital pair belongs to exactly one of the two bonding-basis channels, so

(ab|ab) = U/2 for all a, b.

If U/2 ≤ δ, every diagonal already passes the test and nothing is kept. If also δ < U, the site basis keeps two vectors. The two inequalities force U > 0, and hence δ > 0, so positivity is not a separate hypothesis.

The theorem has three parts. In the site basis, a run can end with k vectors and residual S exactly when k = 2 and S = 0. In the bonding-antibonding basis, every diagonal is U/2, and a run can end with k and S exactly when k = 0 and S is the full matrix. Each equivalence says that a run with the stated outcome exists and that no choice of pivots leads to another.

```lean
/-- For `U/2 ≤ δ < U`, pivoted Cholesky keeps two vectors and is exact in the site basis. In the
bonding-antibonding basis every diagonal is `U/2`, no vector is kept and the residual is the
whole interaction. -/
theorem hubbard_dimer_cholesky {U δ : ℝ} (h1 : U / 2 ≤ δ) (h2 : δ < U) :
    (∀ k S, CholeskyRun δ (integrals U 1) k S ↔ k = 2 ∧ S = 0) ∧
    (∀ a, integrals U bonding a a = U / 2) ∧
    (∀ k S, CholeskyRun δ (integrals U bonding) k S ↔ k = 0 ∧ S = integrals U bonding) := by
  have hdiag : ∀ a, integrals U bonding a a = U / 2 := by
    intro a
    rw [integrals_bonding]
    by_cases h : a.1 = a.2 <;> simp [channel, h]
  exact ⟨fun k S => site_run (by linarith) h2, hdiag,
    fun k S => run_of_small fun a => (hdiag a).le.trans h1⟩
```

In auxiliary-field Monte Carlo with one field per Cholesky vector and time slice, the dimer at a threshold U/2 ≤ δ < U would get two fields per slice in the site basis and none in the other, where the truncated Hamiltonian is non-interacting. The theorem concerns vector counts and residuals; it gives no energies and no estimate for larger molecules.

## Below U/2 the bases agree

The two-channel argument also settles smaller thresholds. For 0 ≤ δ < U/2, the bonding-antibonding channels have strength c = U/2 > δ, so this basis too keeps two vectors and leaves no residual. In these two bases, then, nothing is lost at thresholds below U/2.

```lean
/-- For `0 ≤ δ < U/2` the bonding-antibonding basis also keeps two vectors and is exact. -/
theorem bonding_run_tight {U δ : ℝ} {k : ℕ} {S : Matrix (Fin 2 × Fin 2) (Fin 2 × Fin 2) ℝ}
    (h0 : 0 ≤ δ) (hU : δ < U / 2) :
    CholeskyRun δ (integrals U bonding) k S ↔ k = 2 ∧ S = 0 := by
  rw [integrals_bonding]
  refine run_two_channels ?_ ?_ ?_ ⟨(0, 0), by simp⟩ ⟨(0, 1), by simp⟩ h0 hU <;>
    rintro ⟨a, b⟩ <;> fin_cases a <;> fin_cases b <;> simp
```

No other real orthonormal basis loses everything at a lower threshold. Write u = C_00² and v = C_10² for the site weights of orbital 0, so that u + v = 1. Its self-repulsion is

(00|00) = U(u² + v²) = (U/2)[(u + v)² + (u − v)²] ≥ U/2 for U ≥ 0.

A run that keeps no vector must have δ at least as large as this diagonal. The bonding-antibonding basis attains the bound, because its orbitals are spread evenly over the two sites. `IsLeast` combines the two statements: U/2 is such a threshold, and no smaller number is. In the proof, `hn` is the normalisation and `hq` the inequality u² + v² ≥ 1/2.

```lean
/-- For `U ≥ 0`, `U/2` is the least threshold at which some real orthonormal orbital basis keeps
no Cholesky vector. -/
theorem least_threshold_keeping_none {U : ℝ} (hU : 0 ≤ U) :
    IsLeast {δ : ℝ | ∃ C : Matrix (Fin 2) (Fin 2) ℝ, Cᵀ * C = 1 ∧
      CholeskyRun δ (integrals U C) 0 (integrals U C)} (U / 2) := by
  constructor
  · -- the bonding-antibonding basis is orthonormal and attains the threshold
    refine ⟨bonding, ?_, .halt fun a => ?_⟩
    · have h : bonding 0 0 = (√2)⁻¹ ∧ bonding 0 1 = (√2)⁻¹ ∧ bonding 1 0 = (√2)⁻¹ ∧
          bonding 1 1 = -(√2)⁻¹ := ⟨rfl, rfl, rfl, rfl⟩
      have h2 : ((√2 : ℝ)⁻¹) ^ 2 = 1 / 2 := by
        rw [inv_pow, Real.sq_sqrt (by norm_num)]; norm_num
      have key : ∀ i j : Fin 2, (bondingᵀ * bonding) i j =
          2 * ((√2)⁻¹) ^ 2 * (if i = j then 1 else 0) := by
        simp only [Fin.forall_fin_two, Matrix.mul_apply, Matrix.transpose_apply,
          Fin.sum_univ_two, h, (by decide : (0 : Fin 2) ≠ 1), (by decide : (1 : Fin 2) ≠ 0),
          if_true, if_false]
        and_intros <;> ring
      ext i j
      rw [key, h2, Matrix.one_apply]
      ring
    · rw [integrals_bonding]
      by_cases h : a.1 = a.2 <;> simp [channel, h]
  · -- a normalised orbital on two sites has self-repulsion at least U/2
    rintro δ ⟨C, hC, hr⟩
    have hn := congrFun (congrFun hC 0) 0
    simp only [Matrix.mul_apply, Matrix.transpose_apply, Fin.sum_univ_two,
      Matrix.one_apply_eq] at hn
    have hn2 : (C 0 0 * C 0 0 + C 1 0 * C 1 0) ^ 2 = 1 := by rw [hn]; norm_num
    have hq : 1 / 2 ≤ C 0 0 * C 0 0 * C 0 0 * C 0 0 + C 1 0 * C 1 0 * C 1 0 * C 1 0 := by
      nlinarith [sq_nonneg (C 0 0 * C 0 0 - C 1 0 * C 1 0)]
    have hm := mul_le_mul_of_nonneg_left hq hU
    cases hr with
    | halt h =>
      have hd := h (0, 0)
      simp only [integrals, Matrix.of_apply, Fin.sum_univ_two] at hd
      linarith

end

end HubbardDimerCholesky
```

```lean
#print axioms HubbardDimerCholesky.integrals_transform
#print axioms HubbardDimerCholesky.hubbard_dimer_cholesky
#print axioms HubbardDimerCholesky.bonding_run_tight
#print axioms HubbardDimerCholesky.least_threshold_keeping_none
```

```
'HubbardDimerCholesky.integrals_transform' depends on axioms: [propext, Classical.choice, Quot.sound]
'HubbardDimerCholesky.hubbard_dimer_cholesky' depends on axioms: [propext, Classical.choice, Quot.sound]
'HubbardDimerCholesky.bonding_run_tight' depends on axioms: [propext, Classical.choice, Quot.sound]
'HubbardDimerCholesky.least_threshold_keeping_none' depends on axioms: [propext, Classical.choice, Quot.sound]
```
